# The four-qubit cluster state is maximally mixed on pairs 13 and 14 and has purity 1/2 on pair 12

The theorem `cluster_sharp` concerns one explicit state of four qubits, (|0000⟩ + |0011⟩ + |1100⟩ − |1111⟩)/2. It states that this vector has squared norm 1, that its reduced matrices on qubits 1, 3 and on qubits 1, 4 both equal I/4, and that its reduced matrix ρ on qubits 1, 2 has purity 1/2, the purity being the real part of tr ρ². The proof is direct calculation: the two matrix identities are checked entry by entry, and the norm and the trace are expanded as finite sums. In each part `simp` unfolds the definitions and `norm_num` is meant to finish the arithmetic.

The failing Lean file:

```lean
import Mathlib

open Matrix ComplexConjugate

namespace FourQubitMaximalEntanglement

noncomputable section

/-- The amplitudes of a four-qubit vector in the computational basis. -/
abbrev FourQubit := Fin 2 → Fin 2 → Fin 2 → Fin 2 → ℂ

/-- The squared norm of a four-qubit vector. -/
def weight (ψ : FourQubit) : ℝ := ∑ a, ∑ b, ∑ c, ∑ d, Complex.normSq (ψ a b c d)

/-- The reduced matrix of the first two arguments: the last two are traced out. -/
def pairState (ψ : FourQubit) : Matrix (Fin 2 × Fin 2) (Fin 2 × Fin 2) ℂ :=
  fun p q => ∑ c, ∑ d, ψ p.1 p.2 c d * conj (ψ q.1 q.2 c d)

/-- The reduced matrix of qubits 1 and 2. -/
def rho12 (ψ : FourQubit) := pairState ψ

/-- The reduced matrix of qubits 1 and 3. -/
def rho13 (ψ : FourQubit) := pairState fun a c b d => ψ a b c d

/-- The reduced matrix of qubits 1 and 4. -/
def rho14 (ψ : FourQubit) := pairState fun a d b c => ψ a b c d

/-- The maximally mixed state I/4 of two qubits. -/
def mixed : Matrix (Fin 2 × Fin 2) (Fin 2 × Fin 2) ℂ := (1 / 4 : ℂ) • 1

/-- The purity, the real part of tr ρ². -/
def purity {n : Type*} [Fintype n] (ρ : Matrix n n ℂ) : ℝ := (ρ * ρ).trace.re

/-- The cluster state (|0000⟩ + |0011⟩ + |1100⟩ - |1111⟩)/2. -/
def cluster : FourQubit := fun a b c d =>
  if a = b ∧ c = d then (if a = 1 ∧ c = 1 then -(1 / 2) else 1 / 2) else 0

/-- The cluster state is a unit vector with reduced matrix I/4 on the pairs 13 and 14 and purity 1/2
on the pair 12. -/
theorem cluster_sharp : weight cluster = 1 ∧ rho13 cluster = mixed ∧
    rho14 cluster = mixed ∧ purity (rho12 cluster) = 1 / 2 := by
  refine ⟨?_, ?_, ?_, ?_⟩
  · simp [weight, cluster, Fin.sum_univ_two] <;> norm_num
  · ext ⟨a, c⟩ ⟨a', c'⟩
    fin_cases a <;> fin_cases c <;> fin_cases a' <;> fin_cases c' <;>
      simp [rho13, pairState, cluster, mixed, Fin.sum_univ_two] <;> norm_num
  · ext ⟨a, c⟩ ⟨a', c'⟩
    fin_cases a <;> fin_cases c <;> fin_cases a' <;> fin_cases c' <;>
      simp [rho14, pairState, cluster, mixed, Fin.sum_univ_two] <;> norm_num
  · have e : (rho12 cluster * rho12 cluster).trace = ((1 / 2 : ℝ) : ℂ) := by
      simp [Matrix.trace, Matrix.mul_apply, Fintype.sum_prod_type, Fin.sum_univ_two,
        rho12, pairState, cluster] <;> norm_num
    rw [purity, e, Complex.ofReal_re]

end

end FourQubitMaximalEntanglement
```

Messages:

```
Main.lean:44:2: error: unsolved goals
case refine_2.«0».«0».«0».«0»
⊢ 1 / 2 * ((starRingEnd ℂ) 2)⁻¹ = 1 / 4

case refine_2.«0».«1».«0».«1»
⊢ 1 / 2 * ((starRingEnd ℂ) 2)⁻¹ = 1 / 4

case refine_2.«1».«0».«1».«0»
⊢ 1 / 2 * ((starRingEnd ℂ) 2)⁻¹ = 1 / 4

case refine_2.«1».«1».«1».«1»
⊢ 1 / 2 * ((starRingEnd ℂ) 2)⁻¹ = 1 / 4
Main.lean:47:2: error: unsolved goals
case refine_3.«0».«0».«0».«0»
⊢ 1 / 2 * ((starRingEnd ℂ) 2)⁻¹ = 1 / 4

case refine_3.«0».«1».«0».«1»
⊢ 1 / 2 * ((starRingEnd ℂ) 2)⁻¹ = 1 / 4

case refine_3.«1».«0».«1».«0»
⊢ 1 / 2 * ((starRingEnd ℂ) 2)⁻¹ = 1 / 4

case refine_3.«1».«1».«1».«1»
⊢ 1 / 2 * ((starRingEnd ℂ) 2)⁻¹ = 1 / 4
Main.lean:50:74: error: unsolved goals
⊢ (1 / 2 * ((starRingEnd ℂ) 2)⁻¹ + 1 / 2 * ((starRingEnd ℂ) 2)⁻¹) *
        (1 / 2 * ((starRingEnd ℂ) 2)⁻¹ + 1 / 2 * ((starRingEnd ℂ) 2)⁻¹) +
      (1 / 2 * ((starRingEnd ℂ) 2)⁻¹ + 1 / 2 * ((starRingEnd ℂ) 2)⁻¹) *
        (1 / 2 * ((starRingEnd ℂ) 2)⁻¹ + 1 / 2 * ((starRingEnd ℂ) 2)⁻¹) =
    1 / 2
```

Cause. All three errors have the same source: the complex conjugate of the number 2, shown as `(starRingEnd ℂ) 2`, is left unevaluated. The reduced matrices multiply amplitudes by conjugated amplitudes, and after simplification the conjugate of 1/2 stands as `((starRingEnd ℂ) 2)⁻¹`. Neither `simp` nor `norm_num` replaced the conjugate by 2 in these calls, so the arithmetic could not be finished. In the first two errors the four remaining goals are the diagonal entries, which should equal 1/4; in the third it is the trace of the squared matrix, which should equal 1/2.

The repair proves `c2 : (starRingEnd ℂ) 2 = 2` by `map_ofNat`, since a ring homomorphism preserves numerals, and gives `c2` to the three `simp` calls concerned. The goals then contain only ordinary numbers, which `norm_num` settles.

Putting `norm_num` on its own line in place of `<;> norm_num`, in the norm calculation and in the trace calculation, is mere tidying.

As a diff, the version that Lean accepts:

```diff
@@ -40,15 +40,18 @@
 theorem cluster_sharp : weight cluster = 1 ∧ rho13 cluster = mixed ∧
     rho14 cluster = mixed ∧ purity (rho12 cluster) = 1 / 2 := by
+  have c2 : (starRingEnd ℂ) 2 = 2 := map_ofNat (starRingEnd ℂ) 2
   refine ⟨?_, ?_, ?_, ?_⟩
-  · simp [weight, cluster, Fin.sum_univ_two] <;> norm_num
+  · simp [weight, cluster, Fin.sum_univ_two]
+    norm_num
   · ext ⟨a, c⟩ ⟨a', c'⟩
     fin_cases a <;> fin_cases c <;> fin_cases a' <;> fin_cases c' <;>
-      simp [rho13, pairState, cluster, mixed, Fin.sum_univ_two] <;> norm_num
+      simp [rho13, pairState, cluster, mixed, Fin.sum_univ_two, c2] <;> norm_num
   · ext ⟨a, c⟩ ⟨a', c'⟩
     fin_cases a <;> fin_cases c <;> fin_cases a' <;> fin_cases c' <;>
-      simp [rho14, pairState, cluster, mixed, Fin.sum_univ_two] <;> norm_num
+      simp [rho14, pairState, cluster, mixed, Fin.sum_univ_two, c2] <;> norm_num
   · have e : (rho12 cluster * rho12 cluster).trace = ((1 / 2 : ℝ) : ℂ) := by
       simp [Matrix.trace, Matrix.mul_apply, Fintype.sum_prod_type, Fin.sum_univ_two,
-        rho12, pairState, cluster] <;> norm_num
+        rho12, pairState, cluster, c2]
+      norm_num
     rw [purity, e, Complex.ofReal_re]
 
```
